# Isolated self-energy of an exponential model charge, with two-sided bounds on the cutoff error

For every decay length $c>0$,
$$\int_0^\infty \frac{dk}{(1+c^2k^2)^4}=\frac{5\pi}{32c},$$
and the part of this integral beyond a cutoff $K>0$ is at most $1/(7c^8K^7)$. Consequently a charge $q$ with density proportional to $e^{-r/c}$ has the isolated Coulomb self-energy $5q^2/(32c)$ in Gaussian units.

## The model charge and its energy

The density at radius $r$ is
$$\rho(r)=\frac{q}{8\pi c^3}\,e^{-r/c}.$$
For a spherical density, the three-dimensional Fourier transform at wave number $k\neq0$ reduces to
$$\hat\rho(k)=\frac{4\pi}{k}\int_0^\infty r\sin(kr)\,\rho(r)\,dr.$$
The Coulomb kernel in reciprocal space is $4\pi/k^2$, so the self-energy is
$$E=\frac12\int\frac{d^3k}{(2\pi)^3}\,\frac{4\pi}{k^2}\,\hat\rho(k)^2=\frac1\pi\int_0^\infty\hat\rho(k)^2\,dk.$$
Let $E_K$ be the same expression integrated only over $0<k\le K$.

Some finite-size corrections for charged supercells compare the periodic energy of a model charge with its isolated energy; the result here supplies the isolated term for one spherical, unscreened charge shape.

## What the Lean statements say

`expDensity q c` is $\rho$, `radialFourier` is the radial sine integral, and `selfEnergy` and `cutoffSelfEnergy` are $E$ and $E_K$. The sets `Ioi 0` and `Ioc 0 K` are the ranges $k>0$ and $0<k\le K$. All quantities are real numbers without units, and $q$ may have either sign or be zero.

- `integral_formFactor_sq` states that the integrand is integrable and that the integral is $5\pi/(32c)$.
- `tail_le` and `le_tail` bound the integral beyond $K$ from above and below.
- `radialFourier_expDensity` gives $\hat\rho(k)=q/(1+c^2k^2)^2$ for $k\ne0$.
- `selfEnergy_expDensity` gives $E=5q^2/(32c)$.
- `cutoff_error` bounds $E-E_K$ on both sides.

The radial transform and the wave-number formula for $E$ enter as definitions; their derivation from the three-dimensional transform and the real-space Coulomb integral is not formalised. The cutoff truncates a continuous integral, not a lattice sum. Periodic images, dielectric screening and potential alignment are absent.

## From the density to the form factor

Put $s=1/c-ik$ and $D=1+c^2k^2$. Then $r\sin(kr)e^{-r/c}$ is the imaginary part of $re^{-sr}$, which has the primitive $-e^{-sr}(r/s+1/s^2)$. Since
$$\frac1s=\frac{c(1+ick)}{D},\qquad \frac1{s^2}=\frac{c^2(1-c^2k^2+2ick)}{D^2},$$
the imaginary part of this primitive is
$$-e^{-r/c}\left[\frac{c}{D}r\sin kr+\frac{kc^2}{D}r\cos kr+\frac{c^2-k^2c^4}{D^2}\sin kr+\frac{2kc^3}{D^2}\cos kr\right].$$
It vanishes as $r\to\infty$ and equals $-2kc^3/D^2$ at $r=0$. The integral is therefore $2kc^3/D^2$, and
$$\hat\rho(k)=\frac{4\pi}{k}\cdot\frac{q}{8\pi c^3}\cdot\frac{2kc^3}{D^2}=\frac{q}{(1+c^2k^2)^2}.$$
As $k\to0$ this tends to the total charge $q$.

## The integral and the self-energy

With $u=1+x^2$,
$$\frac{d}{dx}\frac{x}{u^n}=\frac{1-2n}{u^n}+\frac{2n}{u^{n+1}}.$$
Using this for $n=3,2,1$, together with $(\arctan x)'=1/u$, shows that
$$P(x)=\frac{x}{6u^3}+\frac{5x}{24u^2}+\frac{5x}{16u}+\frac5{16}\arctan x$$
has derivative $1/u^4$: the terms in $u^{-3}$, $u^{-2}$ and $u^{-1}$ cancel. Now $P(0)=0$ and $P(x)\to5\pi/32$ as $x\to\infty$. Substituting $x=ck$ divides the result by $c$ and gives $5\pi/(32c)$. Hence
$$E=\frac{q^2}{\pi}\cdot\frac{5\pi}{32c}=\frac{5q^2}{32c}.$$

## The energy beyond the cutoff

Since $1+c^2k^2\ge c^2k^2$, the integrand is at most $1/(c^8k^8)$, and
$$\int_K^\infty\frac{dk}{c^8k^8}=\frac1{7c^8K^7}.$$
For the lower bound, $k>K$ gives $(1+c^2K^2)k^2\ge K^2(1+c^2k^2)$, so
$$\frac1{1+c^2k^2}\ge\frac{K^2}{(1+c^2K^2)k^2}.$$
Taking fourth powers and integrating yields the upper bound multiplied by $\lambda^4$, where $\lambda=c^2K^2/(1+c^2K^2)$. Splitting the energy integral at $K$ then gives
$$\lambda^4\,\frac{q^2}{7\pi c^8K^7}\le E-E_K\le\frac{q^2}{7\pi c^8K^7}.$$
As $cK\to\infty$, $\lambda\to1$ and the two bounds agree to leading order.

For $q=c=1$ and $K=3$, $\lambda=0.9$ and $\lambda^4=0.6561$. The upper bound is $1/(15309\pi)\approx2.08\times10^{-5}$ and the lower one about $1.36\times10^{-5}$. The full energy is $5/32=0.15625$, so the cutoff misses roughly one part in ten thousand.

## The complete Lean file

```lean
import Mathlib

open Real Set Filter MeasureTheory Topology

noncomputable section

namespace ExponentialModelCharge

/-- The exponential model charge density at radius `r`, with charge `q` and decay length
`c > 0`. -/
def expDensity (q c r : ℝ) : ℝ := q / (8 * π * c ^ 3) * Real.exp (-(r / c))

/-- The three-dimensional Fourier transform of a spherical density, as a radial integral,
at wave number `k ≠ 0`. -/
def radialFourier (ρ : ℝ → ℝ) (k : ℝ) : ℝ :=
  4 * π / k * ∫ r in Ioi (0 : ℝ), r * Real.sin (k * r) * ρ r

/-- The Coulomb self-energy of an isolated spherical density in Gaussian units, as an integral
over wave numbers. -/
def selfEnergy (ρ : ℝ → ℝ) : ℝ := 1 / π * ∫ k in Ioi (0 : ℝ), radialFourier ρ k ^ 2

/-- The part of the self-energy carried by wave numbers up to the cutoff `K`. -/
def cutoffSelfEnergy (ρ : ℝ → ℝ) (K : ℝ) : ℝ :=
  1 / π * ∫ k in Ioc (0 : ℝ) K, radialFourier ρ k ^ 2

/-- A primitive of `1 / (1 + x ^ 2) ^ 4`. -/
def primitive (x : ℝ) : ℝ :=
  1 / 6 * (x / (1 + x ^ 2) ^ 3) + 5 / 24 * (x / (1 + x ^ 2) ^ 2)
    + 5 / 16 * (x / (1 + x ^ 2)) + 5 / 16 * Real.arctan x

/-- The derivative of `primitive` is `1 / (1 + x ^ 2) ^ 4`. -/
theorem hasDerivAt_primitive (x : ℝ) :
    HasDerivAt primitive (1 / (1 + x ^ 2) ^ 4) x := by
  have hu : HasDerivAt (fun y : ℝ => 1 + y ^ 2) (2 * x) x := by
    simpa using (hasDerivAt_pow 2 x).const_add 1
  have h2 : HasDerivAt (fun y : ℝ => (1 + y ^ 2) ^ 2) (2 * (1 + x ^ 2) * (2 * x)) x :=
    (hu.fun_pow 2).congr_deriv (by norm_num)
  have h3 : HasDerivAt (fun y : ℝ => (1 + y ^ 2) ^ 3) (3 * (1 + x ^ 2) ^ 2 * (2 * x)) x :=
    (hu.fun_pow 3).congr_deriv (by norm_num)
  have hne : 1 + x ^ 2 ≠ 0 := by positivity
  have hx := hasDerivAt_id' x
  refine (((((hx.fun_div h3 (pow_ne_zero 3 hne)).const_mul (1 / 6)).fun_add
    ((hx.fun_div h2 (pow_ne_zero 2 hne)).const_mul (5 / 24))).fun_add
    ((hx.fun_div hu hne).const_mul (5 / 16))).fun_add
    ((Real.hasDerivAt_arctan x).const_mul (5 / 16))).congr_deriv ?_
  field_simp
  ring

/-- The function `(1 + c² k²)⁻⁴` is integrable over positive wave numbers, and its integral is
`5 π / (32 c)`. -/
theorem integral_formFactor_sq {c : ℝ} (hc : 0 < c) :
    IntegrableOn (fun k : ℝ => 1 / (1 + c ^ 2 * k ^ 2) ^ 4) (Ioi 0) ∧
    ∫ k in Ioi (0 : ℝ), 1 / (1 + c ^ 2 * k ^ 2) ^ 4 = 5 * π / (32 * c) := by
  have hd : ∀ k ∈ Ici (0 : ℝ), HasDerivAt (fun k => primitive (c * k) / c)
      (1 / (1 + c ^ 2 * k ^ 2) ^ 4) k := by
    intro k _
    refine (((hasDerivAt_primitive (c * k)).comp k
      ((hasDerivAt_id' k).const_mul c)).div_const c).congr_deriv ?_
    rw [mul_pow]
    field_simp
  have hpos : ∀ k ∈ Ioi (0 : ℝ), 0 ≤ 1 / (1 + c ^ 2 * k ^ 2) ^ 4 :=
    fun k _ => by positivity
  -- the rational terms of the primitive vanish at infinity
  have hr : ∀ n : ℕ, n ≠ 0 →
      Tendsto (fun x : ℝ => x / (1 + x ^ 2) ^ n) atTop (𝓝 0) := by
    intro n hn
    refine squeeze_zero' ?_ ?_ tendsto_inv_atTop_zero
    · filter_upwards [eventually_gt_atTop (0 : ℝ)] with x hx
      positivity
    · filter_upwards [eventually_gt_atTop (0 : ℝ)] with x hx
      have h1 : 1 + x ^ 2 ≤ (1 + x ^ 2) ^ n :=
        le_self_pow₀ (by nlinarith [sq_nonneg x]) hn
      rw [inv_eq_one_div, div_le_div_iff₀ (by positivity) hx]
      nlinarith
  have hlim : Tendsto primitive atTop (𝓝 (5 / 16 * (π / 2))) := by
    have h1 : Tendsto (fun x : ℝ => x / (1 + x ^ 2)) atTop (𝓝 0) := by
      simpa only [pow_one] using hr 1 one_ne_zero
    have ha := tendsto_nhds_of_tendsto_nhdsWithin Real.tendsto_arctan_atTop
    have h := ((((hr 3 (by norm_num)).const_mul (1 / 6)).add
      ((hr 2 (by norm_num)).const_mul (5 / 24))).add (h1.const_mul (5 / 16))).add
      (ha.const_mul (5 / 16))
    simp only [mul_zero, zero_add] at h
    exact h
  have hl := (hlim.comp (tendsto_id.const_mul_atTop hc)).div_const c
  refine ⟨integrableOn_Ioi_deriv_of_nonneg' hd hpos hl, ?_⟩
  rw [integral_Ioi_of_hasDerivAt_of_nonneg' hd hpos hl]
  simp only [primitive, mul_zero, zero_div, Real.arctan_zero, add_zero, sub_zero]
  field_simp
  norm_num

/-- The inverse eighth power `1 / (c⁸ k⁸)` is integrable beyond `K > 0`, with integral
`1 / (7 c⁸ K⁷)`. -/
theorem integral_power_tail {c K : ℝ} (hc : 0 < c) (hK : 0 < K) :
    IntegrableOn (fun k : ℝ => 1 / (c ^ 8 * k ^ 8)) (Ioi K) ∧
    ∫ k in Ioi K, 1 / (c ^ 8 * k ^ 8) = 1 / (7 * c ^ 8 * K ^ 7) := by
  have hd : ∀ k ∈ Ici K, HasDerivAt (fun k : ℝ => -1 / (7 * c ^ 8 * k ^ 7))
      (1 / (c ^ 8 * k ^ 8)) k := by
    intro k hk
    have hk0 : 0 < k := lt_of_lt_of_le hK hk
    have h7 : HasDerivAt (fun y : ℝ => y ^ 7) (7 * k ^ 6) k := by
      simpa using hasDerivAt_pow 7 k
    refine ((hasDerivAt_const k (-1 : ℝ)).fun_div (h7.const_mul (7 * c ^ 8))
      (by positivity)).congr_deriv ?_
    field_simp
    ring
  have hpos : ∀ k ∈ Ioi K, 0 ≤ 1 / (c ^ 8 * k ^ 8) := fun k _ => by positivity
  have hl : Tendsto (fun k : ℝ => -1 / (7 * c ^ 8 * k ^ 7)) atTop (𝓝 0) :=
    ((tendsto_pow_atTop (by norm_num : (7 : ℕ) ≠ 0)).const_mul_atTop
      (by positivity : 0 < 7 * c ^ 8)).const_div_atTop (-1)
  refine ⟨integrableOn_Ioi_deriv_of_nonneg' hd hpos hl, ?_⟩
  rw [integral_Ioi_of_hasDerivAt_of_nonneg' hd hpos hl]
  ring

/-- The part of the integral of `(1 + c² k²)⁻⁴` beyond a cutoff `K > 0` is at most
`1 / (7 c⁸ K⁷)`. -/
theorem tail_le {c K : ℝ} (hc : 0 < c) (hK : 0 < K) :
    ∫ k in Ioi K, 1 / (1 + c ^ 2 * k ^ 2) ^ 4 ≤ 1 / (7 * c ^ 8 * K ^ 7) := by
  obtain ⟨hi, hv⟩ := integral_power_tail hc hK
  rw [← hv]
  refine setIntegral_mono_on ((integral_formFactor_sq hc).1.mono_set
    (Ioi_subset_Ioi hK.le)) hi measurableSet_Ioi fun k hk => ?_
  have hk0 : 0 < k := hK.trans hk
  have h : c ^ 8 * k ^ 8 = (c ^ 2 * k ^ 2) ^ 4 := by ring
  rw [h]
  exact one_div_le_one_div_of_le (by positivity)
    (pow_le_pow_left₀ (by positivity) (by linarith) 4)

/-- The same tail is at least `1 / (7 c⁸ K⁷)` times the factor `(c² K² / (1 + c² K²))⁴`. -/
theorem le_tail {c K : ℝ} (hc : 0 < c) (hK : 0 < K) :
    (c ^ 2 * K ^ 2 / (1 + c ^ 2 * K ^ 2)) ^ 4 * (1 / (7 * c ^ 8 * K ^ 7)) ≤
      ∫ k in Ioi K, 1 / (1 + c ^ 2 * k ^ 2) ^ 4 := by
  obtain ⟨hi, hv⟩ := integral_power_tail hc hK
  rw [← hv, ← integral_const_mul]
  refine setIntegral_mono_on (hi.const_mul _) ((integral_formFactor_sq hc).1.mono_set
    (Ioi_subset_Ioi hK.le)) measurableSet_Ioi fun k hk => ?_
  have hk0 : 0 < k := hK.trans hk
  have hsq : K ^ 2 ≤ k ^ 2 := pow_le_pow_left₀ hK.le (le_of_lt hk) 2
  -- compare the fourth roots of the two integrands
  have h : K ^ 2 / ((1 + c ^ 2 * K ^ 2) * k ^ 2) ≤ 1 / (1 + c ^ 2 * k ^ 2) := by
    rw [div_le_div_iff₀ (by positivity) (by positivity)]
    nlinarith
  calc (c ^ 2 * K ^ 2 / (1 + c ^ 2 * K ^ 2)) ^ 4 * (1 / (c ^ 8 * k ^ 8))
      = (K ^ 2 / ((1 + c ^ 2 * K ^ 2) * k ^ 2)) ^ 4 := by field_simp
    _ ≤ (1 / (1 + c ^ 2 * k ^ 2)) ^ 4 := pow_le_pow_left₀ (by positivity) h 4
    _ = 1 / (1 + c ^ 2 * k ^ 2) ^ 4 := by rw [div_pow, one_pow]

/-- The radial sine integral of an exponential with decay length `c > 0`. -/
theorem integral_sine_exp {c : ℝ} (hc : 0 < c) (k : ℝ) :
    ∫ r in Ioi (0 : ℝ), r * Real.sin (k * r) * Real.exp (-(r / c)) =
      2 * k * c ^ 3 / (1 + c ^ 2 * k ^ 2) ^ 2 := by
  have hu : 1 + c ^ 2 * k ^ 2 ≠ 0 := by positivity
  have he : ∀ r : ℝ, HasDerivAt (fun r => Real.exp (-(r / c)))
      (Real.exp (-(r / c)) * (-(1 / c))) r :=
    fun r => ((hasDerivAt_id' r).div_const c).fun_neg.exp
  have hdiv : Tendsto (fun r : ℝ => r / c) atTop atTop := tendsto_id.atTop_div_const hc
  have e0 : Tendsto (fun r : ℝ => Real.exp (-(r / c))) atTop (𝓝 0) :=
    Real.tendsto_exp_neg_atTop_nhds_zero.comp hdiv
  have e1 : Tendsto (fun r : ℝ => r * Real.exp (-(r / c))) atTop (𝓝 0) := by
    have h := ((Real.tendsto_pow_mul_exp_neg_atTop_nhds_zero 1).comp hdiv).const_mul c
    rw [mul_zero] at h
    refine h.congr fun r => ?_
    simp only [Function.comp_apply, pow_one]
    rw [← mul_assoc, mul_div_cancel₀ r hc.ne']
  -- the integrand is dominated by r exp(-r/c)
  have hdom : IntegrableOn (fun r : ℝ => r * Real.exp (-(r / c))) (Ioi 0) := by
    refine integrableOn_Ioi_deriv_of_nonneg'
      (g := fun r => -c * (r * Real.exp (-(r / c))) + -c ^ 2 * Real.exp (-(r / c)))
      (l := -c * 0 + -c ^ 2 * 0) (fun r _ => ?_)
      (fun r hr => mul_nonneg (le_of_lt hr) (Real.exp_pos _).le)
      ((e1.const_mul (-c)).add (e0.const_mul (-c ^ 2)))
    refine ((((hasDerivAt_id' r).fun_mul (he r)).const_mul (-c)).fun_add
      ((he r).const_mul (-c ^ 2))).congr_deriv ?_
    field_simp
    ring
  have hint : IntegrableOn
      (fun r : ℝ => r * Real.sin (k * r) * Real.exp (-(r / c))) (Ioi 0) := by
    refine Integrable.mono' hdom (Continuous.aestronglyMeasurable (by fun_prop))
      ((ae_restrict_iff' measurableSet_Ioi).2 (Eventually.of_forall fun r hr => ?_))
    have hr0 : 0 < r := hr
    rw [Real.norm_eq_abs, abs_mul, abs_mul, abs_of_pos hr0, abs_of_pos (Real.exp_pos _)]
    exact mul_le_mul_of_nonneg_right
      (mul_le_of_le_one_right hr0.le (Real.abs_sin_le_one _)) (Real.exp_pos _).le
  have hb : ∀ f g : ℝ → ℝ, Tendsto f atTop (𝓝 0) → (∀ r, |g r| ≤ 1) →
      Tendsto (fun r => f r * g r) atTop (𝓝 0) := by
    intro f g hf hg
    refine squeeze_zero_norm (a := fun r => |f r|) (fun r => ?_) (by simpa using hf.abs)
    rw [Real.norm_eq_abs, abs_mul]
    exact mul_le_of_le_one_right (abs_nonneg _) (hg r)
  have hs : ∀ r : ℝ, |Real.sin (k * r)| ≤ 1 := fun r => Real.abs_sin_le_one _
  have hco : ∀ r : ℝ, |Real.cos (k * r)| ≤ 1 := fun r => Real.abs_cos_le_one _
  have hl := ((((hb _ _ e1 hs).const_mul (-(c / (1 + c ^ 2 * k ^ 2)))).add
    ((hb _ _ e1 hco).const_mul (-(k * c ^ 2 / (1 + c ^ 2 * k ^ 2))))).add
    ((hb _ _ e0 hs).const_mul (-((c ^ 2 - k ^ 2 * c ^ 4) / (1 + c ^ 2 * k ^ 2) ^ 2)))).add
    ((hb _ _ e0 hco).const_mul (-(2 * k * c ^ 3 / (1 + c ^ 2 * k ^ 2) ^ 2)))
  rw [integral_Ioi_of_hasDerivAt_of_tendsto' (fun r _ => ?_) hint hl]
  · simp
  · have h1 := (hasDerivAt_id' r).fun_mul (he r)
    have h2 := ((hasDerivAt_id' r).const_mul k).sin
    have h3 := ((hasDerivAt_id' r).const_mul k).cos
    refine (((((h1.fun_mul h2).const_mul _).fun_add ((h1.fun_mul h3).const_mul _)).fun_add
      (((he r).fun_mul h2).const_mul _)).fun_add
      (((he r).fun_mul h3).const_mul _)).congr_deriv ?_
    field_simp
    ring

/-- The Fourier transform of the exponential model charge is `q / (1 + c² k²)²`. -/
theorem radialFourier_expDensity {c k : ℝ} (q : ℝ) (hc : 0 < c) (hk : k ≠ 0) :
    radialFourier (expDensity q c) k = q / (1 + c ^ 2 * k ^ 2) ^ 2 := by
  have hu : 1 + c ^ 2 * k ^ 2 ≠ 0 := by positivity
  have h : ∀ r : ℝ, r * Real.sin (k * r) * expDensity q c r =
      q / (8 * π * c ^ 3) * (r * Real.sin (k * r) * Real.exp (-(r / c))) := by
    intro r
    unfold expDensity
    ring
  unfold radialFourier
  simp_rw [h]
  rw [integral_const_mul, integral_sine_exp hc k]
  field_simp
  ring

/-- The isolated self-energy of the exponential model charge is `5 q² / (32 c)`. -/
theorem selfEnergy_expDensity {c : ℝ} (q : ℝ) (hc : 0 < c) :
    selfEnergy (expDensity q c) = 5 * q ^ 2 / (32 * c) := by
  have h : EqOn (fun k => radialFourier (expDensity q c) k ^ 2)
      (fun k => q ^ 2 * (1 / (1 + c ^ 2 * k ^ 2) ^ 4)) (Ioi 0) := by
    intro k hk
    change radialFourier (expDensity q c) k ^ 2 = q ^ 2 * (1 / (1 + c ^ 2 * k ^ 2) ^ 4)
    rw [radialFourier_expDensity q hc (ne_of_gt hk)]
    field_simp
  rw [selfEnergy, setIntegral_congr_fun measurableSet_Ioi h, integral_const_mul,
    (integral_formFactor_sq hc).2]
  field_simp

/-- The self-energy missed by a cutoff `K > 0` is at most `q² / (7 π c⁸ K⁷)`, and at least this
bound times `(c² K² / (1 + c² K²))⁴`. -/
theorem cutoff_error {c K : ℝ} (q : ℝ) (hc : 0 < c) (hK : 0 < K) :
    q ^ 2 / π * ((c ^ 2 * K ^ 2 / (1 + c ^ 2 * K ^ 2)) ^ 4 * (1 / (7 * c ^ 8 * K ^ 7))) ≤
      selfEnergy (expDensity q c) - cutoffSelfEnergy (expDensity q c) K ∧
    selfEnergy (expDensity q c) - cutoffSelfEnergy (expDensity q c) K ≤
      q ^ 2 / π * (1 / (7 * c ^ 8 * K ^ 7)) := by
  obtain ⟨hi, hv⟩ := integral_formFactor_sq hc
  have h : EqOn (fun k => radialFourier (expDensity q c) k ^ 2)
      (fun k => q ^ 2 * (1 / (1 + c ^ 2 * k ^ 2) ^ 4)) (Ioc 0 K) := by
    intro k hk
    change radialFourier (expDensity q c) k ^ 2 = q ^ 2 * (1 / (1 + c ^ 2 * k ^ 2) ^ 4)
    rw [radialFourier_expDensity q hc (ne_of_gt hk.1)]
    field_simp
  -- split the wave-number integral at the cutoff
  have hsplit := setIntegral_union (Ioc_disjoint_Ioi (a := (0 : ℝ)) (le_refl K))
    measurableSet_Ioi (hi.mono_set Ioc_subset_Ioi_self)
    (hi.mono_set (Ioi_subset_Ioi hK.le))
  rw [Ioc_union_Ioi_eq_Ioi hK.le, hv] at hsplit
  have hE : selfEnergy (expDensity q c) - cutoffSelfEnergy (expDensity q c) K =
      q ^ 2 / π * ∫ k in Ioi K, 1 / (1 + c ^ 2 * k ^ 2) ^ 4 := by
    have h5 : 5 * q ^ 2 / (32 * c) = q ^ 2 / π * (5 * π / (32 * c)) := by field_simp
    rw [selfEnergy_expDensity q hc, cutoffSelfEnergy,
      setIntegral_congr_fun measurableSet_Ioc h, integral_const_mul, h5, hsplit]
    ring
  rw [hE]
  exact ⟨mul_le_mul_of_nonneg_left (le_tail hc hK) (by positivity),
    mul_le_mul_of_nonneg_left (tail_le hc hK) (by positivity)⟩

end ExponentialModelCharge
```

```lean
#print axioms ExponentialModelCharge.selfEnergy_expDensity
#print axioms ExponentialModelCharge.cutoff_error
```

```
'ExponentialModelCharge.selfEnergy_expDensity' depends on axioms: [propext, Classical.choice, Quot.sound]
'ExponentialModelCharge.cutoff_error' depends on axioms: [propext, Classical.choice, Quot.sound]
```

## How the proof follows the calculation

`hasDerivAt_primitive` differentiates $P$; `field_simp` and `ring` carry out the cancellation. In `integral_formFactor_sq`, the chain rule handles $x=ck$, and a squeeze argument sends the rational terms to zero. Because the integrand is nonnegative and its primitive has a finite limit, `integrableOn_Ioi_deriv_of_nonneg'` gives integrability, and the companion lemma gives the value. `integral_power_tail` treats the inverse eighth power in the same way.

Both tail bounds rewrite $1/(7c^8K^7)$ as that power integral and compare integrands with `setIntegral_mono_on`. In `le_tail`, the inequality is first proved for the fourth roots and then raised to the fourth power.

The integrand in `integral_sine_exp` changes sign, so integrability comes from domination by $re^{-r/c}$. The limit `hl` carries the four coefficients of the real primitive found above, and the final `field_simp` and `ring` verify its derivative.

`radialFourier_expDensity` inserts the prefactors, and `selfEnergy_expDensity` squares the form factor and integrates. Finally, `cutoff_error` splits the integral with `setIntegral_union`, identifies $E-E_K$ with $q^2/\pi$ times the tail, and applies the two bounds.
